# Equal open balls centred at distinct E8 lattice points are pairwise disjoint exactly when their radius is at most √2/2

The declaration `disjoint_iff` concerns the E8 lattice in eight-dimensional Euclidean space: for a radius r ≥ 0, the open balls of radius r about distinct lattice points are pairwise disjoint if and only if r ≤ √2/2. Read physically, it says how large equal hard spheres centred at all the lattice sites can be before their interiors overlap; it is a statement of classical geometry, with no quantum-mechanical content. For the forward direction, the attempt supposes r > √2/2 and seeks a contradiction from the point (1/4, ..., 1/4), which lies in the balls about both the origin and (1/2, ..., 1/2). For the converse, it combines the lower bound 2 on the squared norm of a nonzero lattice vector with an inequality bounding the squared distance between two centres by twice the sum of their squared distances to a common point.

The first attempt, which Lean rejects:

```lean
import Mathlib

open MeasureTheory

noncomputable section

namespace E8Packing

/-- The integer vectors with even coordinate sum, and their translates by (1/2, ..., 1/2). -/
def E8 : Set (Fin 8 → ℝ) :=
  {x | ∃ n : Fin 8 → ℤ, Even (∑ i, n i) ∧ ((∀ i, x i = n i) ∨ ∀ i, x i = n i + 1 / 2)}

/-- The Euclidean squared norm. -/
def normSq (x : Fin 8 → ℝ) : ℝ := ∑ i, x i ^ 2

/-- The open ball of radius `r` centred at `v`. -/
def ball (v : Fin 8 → ℝ) (r : ℝ) : Set (Fin 8 → ℝ) := {x | normSq (x - v) < r ^ 2}

/-- The sum of squares of eight integers is even exactly when their sum is even. -/
lemma even_sq_iff (n : Fin 8 → ℤ) : Even (∑ i, n i ^ 2) ↔ Even (∑ i, n i) := by
  have h1 : (2 : ℤ) ∣ ∑ i, n i * (n i + 1) :=
    Finset.dvd_sum fun i _ => (Int.even_mul_succ_self (n i)).two_dvd
  have h2 : ∑ i, n i * (n i + 1) = ∑ i, n i ^ 2 + ∑ i, n i := by
    rw [← Finset.sum_add_distrib]
    exact Finset.sum_congr rfl fun i _ => by ring
  obtain ⟨b, hb⟩ := h1
  constructor <;> rintro ⟨a, ha⟩ <;> exact ⟨b - a, by linarith⟩

lemma normSq_int {x : Fin 8 → ℝ} {n : Fin 8 → ℤ} (h : ∀ i, x i = n i) :
    normSq x = ((∑ i, n i ^ 2 : ℤ) : ℝ) := by
  simp only [normSq, h]; push_cast; rfl

lemma normSq_half {x : Fin 8 → ℝ} {n : Fin 8 → ℤ} (h : ∀ i, x i = n i + 1 / 2) :
    normSq x = ((∑ i, n i * (n i + 1) : ℤ) : ℝ) + 2 := by
  simp only [normSq, h, Fin.sum_univ_eight]; push_cast; ring

lemma mul_succ_nonneg (n : ℤ) : 0 ≤ n * (n + 1) := by
  rcases (by omega : 0 ≤ n ∨ n + 1 ≤ 0) with h | h <;> nlinarith

/-- Differences of lattice vectors are lattice vectors. -/
theorem sub_mem {v w : Fin 8 → ℝ} (hv : v ∈ E8) (hw : w ∈ E8) : v - w ∈ E8 := by
  obtain ⟨n, ⟨a, ha⟩, hn⟩ := hv
  obtain ⟨m, ⟨b, hb⟩, hm⟩ := hw
  have hs : ∑ i, (n i - m i) = (a - b) + (a - b) := by
    rw [Finset.sum_sub_distrib]; linarith
  rcases hn with hn | hn <;> rcases hm with hm | hm
  · exact ⟨fun i => n i - m i, ⟨_, hs⟩, .inl fun i => by simp [hn, hm]⟩
  · refine ⟨fun i => n i - m i - 1, ⟨a - b - 4, ?_⟩, .inr fun i => ?_⟩
    · rw [Finset.sum_sub_distrib, hs]; simp; ring
    · rw [Pi.sub_apply, hn, hm]; push_cast; ring
  · refine ⟨fun i => n i - m i, ⟨_, hs⟩, .inr fun i => ?_⟩
    rw [Pi.sub_apply, hn, hm]; push_cast; ring
  · exact ⟨fun i => n i - m i, ⟨_, hs⟩, .inl fun i => by simp [hn, hm]⟩

/-- Every nonzero lattice vector has squared norm at least 2. -/
theorem two_le_normSq {x : Fin 8 → ℝ} (hx : x ∈ E8) (h0 : x ≠ 0) : 2 ≤ normSq x := by
  obtain ⟨n, hn, h | h⟩ := hx
  · obtain ⟨i, hi⟩ := Function.ne_iff.1 h0
    have hni : n i ≠ 0 := fun h' => hi (by simp [h, h'])
    have h1 : n i ^ 2 ≤ ∑ j, n j ^ 2 :=
      Finset.single_le_sum (f := fun j => n j ^ 2) (fun j _ => sq_nonneg _) (Finset.mem_univ i)
    have h2 : 0 < n i ^ 2 := by positivity
    obtain ⟨a, ha⟩ := (even_sq_iff n).2 hn
    have h3 : 2 ≤ ∑ j, n j ^ 2 := by
      have : 0 < a := by linarith
      linarith [Int.add_one_le_iff.2 this]
    rw [normSq_int h]; exact_mod_cast h3
  · have h1 : 0 ≤ ∑ i, n i * (n i + 1) := Finset.sum_nonneg fun i _ => mul_succ_nonneg _
    have h2 : (0 : ℝ) ≤ ((∑ i, n i * (n i + 1) : ℤ) : ℝ) := by exact_mod_cast h1
    rw [normSq_half h]; linarith

/-- Balls of radius `r` around distinct lattice points are disjoint exactly for `r ≤ √2/2`. -/
theorem disjoint_iff {r : ℝ} (hr : 0 ≤ r) :
    (∀ v ∈ E8, ∀ w ∈ E8, v ≠ w → Disjoint (ball v r) (ball w r)) ↔ r ≤ √2 / 2 := by
  have h2 : √2 ^ 2 = 2 := Real.sq_sqrt (by norm_num)
  have hp : 0 ≤ √2 := Real.sqrt_nonneg 2
  constructor
  · intro h
    by_contra hlt
    have hr2 : 1 / 2 < r ^ 2 := by nlinarith [not_le.1 hlt]
    -- the midpoint between the origin and (1/2, ..., 1/2) lies in both balls
    refine Set.disjoint_left.1 (h 0 ⟨0, by simp, .inl (by simp)⟩ (fun _ => 1 / 2)
      ⟨0, by simp, .inr (by simp)⟩ fun h => ?_) (a := fun _ => 1 / 4) ?_ ?_
    · have := congrFun h 0
      norm_num at this
    · simp only [ball, normSq, Set.mem_setOf_eq, Pi.sub_apply, Pi.zero_apply, Fin.sum_univ_eight]
      linarith
    · simp only [ball, normSq, Set.mem_setOf_eq, Pi.sub_apply, Fin.sum_univ_eight]
      linarith
  · intro h v hv w hw hne
    refine Set.disjoint_left.2 fun x (hxv : normSq (x - v) < r ^ 2)
      (hxw : normSq (x - w) < r ^ 2) => ?_
    have h1 := two_le_normSq (sub_mem hv hw) (sub_ne_zero.2 hne)
    have h3 : normSq (v - w) ≤ 2 * normSq (x - v) + 2 * normSq (x - w) := by
      simp only [normSq, Pi.sub_apply]
      rw [Finset.mul_sum, Finset.mul_sum, ← Finset.sum_add_distrib]
      exact Finset.sum_le_sum fun i _ => by nlinarith [sq_nonneg ((x i - v i) + (x i - w i))]
    nlinarith

end E8Packing
```

Compiling this gives:

```
Main.lean:82:11: error: Function expected at
  Iff.mp ?m.145 ?m.182
but this term has type
  ?m.144

Note: Expected a function because this term is being applied to the argument
  ?_
Main.lean:82:31: error: Application type mismatch: The argument
  h 0
    (Exists.intro 0
      ⟨of_eq_true
          (Eq.trans
            (congrArg Even
              (Eq.trans (Finset.sum_congr (Eq.refl Finset.univ) fun x a => Eq.refl 0) Finset.sum_const_zero))
            Even.zero._simp_1),
        Or.inl
          (of_eq_true
            (Eq.trans (forall_congr fun i => Eq.trans (congrArg (Eq 0) Int.cast_zero) (eq_self 0))
              (implies_true (Fin 8))))⟩)
    (fun x => 1 / 2)
    (Exists.intro 0
      ⟨of_eq_true
          (Eq.trans
            (congrArg Even
              (Eq.trans (Finset.sum_congr (Eq.refl Finset.univ) fun x a => Eq.refl 0) Finset.sum_const_zero))
            Even.zero._simp_1),
        Or.inr
          (of_eq_true
            (Eq.trans
              (forall_congr fun i =>
                Eq.trans
                  (congr (congrArg Eq (one_div 2))
                    (Eq.trans (congr (congrArg HAdd.hAdd Int.cast_zero) (one_div 2)) (zero_add 2⁻¹)))
                  (eq_self 2⁻¹))
              (implies_true (Fin 8))))⟩)
    fun h => ?m.180
has type
  Disjoint (ball 0 r) (ball (fun x => 1 / 2) r)
but is expected to have type
  ?m.143
in the application
  Iff.mp ?m.145
    (h 0
      (Exists.intro 0
        ⟨of_eq_true
            (Eq.trans
              (congrArg Even
                (Eq.trans (Finset.sum_congr (Eq.refl Finset.univ) fun x a => Eq.refl 0) Finset.sum_const_zero))
              Even.zero._simp_1),
          Or.inl
            (of_eq_true
              (Eq.trans (forall_congr fun i => Eq.trans (congrArg (Eq 0) Int.cast_zero) (eq_self 0))
                (implies_true (Fin 8))))⟩)
      (fun x => 1 / 2)
      (Exists.intro 0
        ⟨of_eq_true
            (Eq.trans
              (congrArg Even
                (Eq.trans (Finset.sum_congr (Eq.refl Finset.univ) fun x a => Eq.refl 0) Finset.sum_const_zero))
              Even.zero._simp_1),
          Or.inr
            (of_eq_true
              (Eq.trans
                (forall_congr fun i =>
                  Eq.trans
                    (congr (congrArg Eq (one_div 2))
                      (Eq.trans (congr (congrArg HAdd.hAdd Int.cast_zero) (one_div 2)) (zero_add 2⁻¹)))
                    (eq_self 2⁻¹))
                (implies_true (Fin 8))))⟩)
      fun h => ?m.180)
```

Cause. Both errors come from the named argument `(a := fun _ => 1 / 4)`. It was meant for the point `a` in the conclusion of `Set.disjoint_left`, but `.1` is `Iff.mp`, which has its own implicit argument `a`, the proposition on the left of the equivalence. Lean gave the value to that one. The left side therefore could not be matched with the `Disjoint` statement, which is the type mismatch. The right side stayed unknown, so Lean could not apply the result to `?_`, which is "Function expected".

The repair drops the named argument. It proves the two memberships as `m1` and `m2`, and in `Set.disjoint_left.1 hd m1 m2` Lean reads the point off the type of `m1`.

Naming the disjointness `hd` and the inequality of the centres `hne` is tidying. The `change` lines, which replace unfolding `ball` by `simp only`, answer neither message.

The change, after which it compiles:

```diff
@@ -80,12 +80,18 @@
     have hr2 : 1 / 2 < r ^ 2 := by nlinarith [not_le.1 hlt]
     -- the midpoint between the origin and (1/2, ..., 1/2) lies in both balls
-    refine Set.disjoint_left.1 (h 0 ⟨0, by simp, .inl (by simp)⟩ (fun _ => 1 / 2)
-      ⟨0, by simp, .inr (by simp)⟩ fun h => ?_) (a := fun _ => 1 / 4) ?_ ?_
-    · have := congrFun h 0
+    have hne : (0 : Fin 8 → ℝ) ≠ fun _ => 1 / 2 := fun h' => by
+      have := congrFun h' 0
       norm_num at this
-    · simp only [ball, normSq, Set.mem_setOf_eq, Pi.sub_apply, Pi.zero_apply, Fin.sum_univ_eight]
+    have hd := h 0 ⟨0, by simp, .inl (by simp)⟩ (fun _ => 1 / 2)
+      ⟨0, by simp, .inr (by simp)⟩ hne
+    have m1 : (fun _ => 1 / 4 : Fin 8 → ℝ) ∈ ball 0 r := by
+      change normSq ((fun _ => 1 / 4) - 0) < r ^ 2
+      simp only [normSq, Pi.sub_apply, Pi.zero_apply, Fin.sum_univ_eight]
       linarith
-    · simp only [ball, normSq, Set.mem_setOf_eq, Pi.sub_apply, Fin.sum_univ_eight]
+    have m2 : (fun _ => 1 / 4 : Fin 8 → ℝ) ∈ ball (fun _ => 1 / 2) r := by
+      change normSq ((fun _ => 1 / 4) - fun _ => 1 / 2) < r ^ 2
+      simp only [normSq, Pi.sub_apply, Fin.sum_univ_eight]
       linarith
+    exact Set.disjoint_left.1 hd m1 m2
   · intro h v hv w hw hne
     refine Set.disjoint_left.2 fun x (hxv : normSq (x - v) < r ^ 2)
```
